# The one-step cyclic shift of a finite ring of N sites has sign (−1)^(N+1)

Number the sites of a finite, non-empty ring by the integers modulo `N`, and move every site one step forward. The theorem `sign_shift` states that this permutation has sign (−1)^(N+1), so it is even when `N` is odd and odd when `N` is even. It concerns the permutation of the sites alone; no Hamiltonian or quantum state enters. The proof rules out `N = 0`, writes `N` as `n + 1`, and identifies the shift with Mathlib's rotation `finRotate (n + 1)`. It then takes the rotation's sign from `sign_finRotate` and matches the powers of −1 through an auxiliary equation `e`.

In Lean, a first try:

```lean
import Mathlib

open Matrix ComplexConjugate

namespace SignShift

variable {N : ℕ}

/-- The cyclic shift moves every site of the ring one step forward. -/
def shift (N : ℕ) : Equiv.Perm (ZMod N) := Equiv.addRight 1

/-- The cyclic shift of `N` sites has sign `(-1)^(N+1)`. -/
theorem sign_shift [NeZero N] : Equiv.Perm.sign (shift N) = (-1) ^ (N + 1) := by
  cases N with
  | zero => exact absurd rfl (NeZero.ne 0)
  | succ n =>
    have h : shift (n + 1) = finRotate (n + 1) :=
      Equiv.ext fun i => (finRotate_apply (n := n + 1) i).symm
    have e : (-1 : ℤˣ) ^ n = (-1) ^ (n + 1 + 1) := by
      rw [pow_succ, pow_succ, mul_assoc, neg_mul_neg, one_mul, mul_one]
    rw [h]
    exact (sign_finRotate n).trans e

end SignShift
```

Messages:

```
Main.lean:22:35: error: Application type mismatch: The argument
  e
has type
  (-1) ^ n = (-1) ^ (n + 1 + 1)
but is expected to have type
  (-1) ^ (n - 1) = ?m.162
in the application
  Eq.trans (sign_finRotate n) e
```

The repair, with which the file compiles:

```diff
@@ -17,8 +17,8 @@
     have h : shift (n + 1) = finRotate (n + 1) :=
       Equiv.ext fun i => (finRotate_apply (n := n + 1) i).symm
-    have e : (-1 : ℤˣ) ^ n = (-1) ^ (n + 1 + 1) := by
-      rw [pow_succ, pow_succ, mul_assoc, neg_mul_neg, one_mul, mul_one]
+    have e : (-1 : ℤˣ) ^ (n + 1 - 1) = (-1) ^ (n + 1 + 1) := by
+      rw [Nat.add_sub_cancel, pow_succ, pow_succ, mul_assoc, neg_mul_neg, one_mul, mul_one]
     rw [h]
-    exact (sign_finRotate n).trans e
+    exact (sign_finRotate (n + 1)).trans e
 
 end SignShift
```

Cause. The message says that `e` cannot be chained after `sign_finRotate n`. `Eq.trans` needs the right side of the first equation to agree with the left side of the second, but the first ends in `(-1) ^ (n - 1)` while `e` begins with `(-1) ^ n`. The attempt used the lemma as if its argument `n` gave the sign of the rotation on `n + 1` sites. In fact the argument is the number of sites itself, and the exponent is one less.

The repair therefore applies the lemma at `n + 1`, which gives the sign of `finRotate (n + 1)`, the rotation in the goal, as `(-1) ^ (n + 1 - 1)`. The equation `e` is restated to begin with that same expression, so the two steps meet in the form the lemma supplies. Its proof gains the rewrite `Nat.add_sub_cancel`, which turns `n + 1 - 1` back into `n`; the remaining rewrites are the same as before.
